# The density of a filled, symmetry-invariant shell is uniform over finitely many equivalent sites

## Two orbitals on a triangle

Take three equivalent sites, numbered 0, 1, 2, at the corners of a triangle, and two orthonormal orbitals given by their amplitudes on the sites:

$$f_0=\tfrac{1}{\sqrt6}(2,-1,-1),\qquad f_1=\tfrac{1}{\sqrt2}(0,1,-1).$$

Neither orbital treats the sites alike. Their densities are $(\tfrac23,\tfrac16,\tfrac16)$ and $(0,\tfrac12,\tfrac12)$, yet the sum is $\tfrac23$ on every site.

Rotating the triangle by one site turns $f_0$ into $-\tfrac12f_0+\tfrac{\sqrt3}{2}f_1$ and $f_1$ into $-\tfrac{\sqrt3}{2}f_0-\tfrac12f_1$. The rotation mixes the orbitals but stays inside their span. The matrix $\sum_i f_i(x)f_i(y)^*$ depends only on that span: it has $\tfrac23$ on the diagonal and $-\tfrac13$ elsewhere, and the rotation leaves it unchanged. Its diagonal is the density.

## Filled levels and equivalent sites

The same question arises for any molecule or lattice fragment whose sites are related by symmetry: if a degenerate level is completely filled, is the charge the same on all sites?

Let $X$ be the finite set of sites and $G$ a group acting on it, with $gx$ the site to which $g$ moves $x$. An orbital is a function $\varphi:X\to\mathbb C$, and $g$ acts on it by $(g\varphi)(x)=\varphi(g^{-1}x)$. The shell is the span $V$ of $m$ orthonormal orbitals $f_i$, and it is invariant if $g\varphi\in V$ for all $g\in G$ and $\varphi\in V$.

Invariance is assumed here. It stands for a complete level of a symmetric one-electron Hamiltonian $H$: if $H$ commutes with $g$ and $H\varphi=\varepsilon\varphi$, then $H(g\varphi)=\varepsilon\, g\varphi$, so a whole eigenspace is carried into itself.

For non-interacting electrons on finitely many equivalent sites, with one function of an orthonormal basis on each and the symmetry permuting these functions, the result gives equal site populations when every level is either completely filled or empty. If all occupied orbitals hold the same number of electrons, unequal populations on such sites show that the occupied span is not invariant under the symmetry.

## The statement and its Lean terms

If $G$ acts transitively, so that any site can be moved to any other, and the orthonormal $f_i$ span an invariant shell, then at every site $x$

$$\rho(x)=\sum_i|f_i(x)|^2=\frac{m}{|X|}.$$

This is `closedShell_density_uniform`. Its terms correspond to the physics as follows.

- The type `X` holds the sites and `ι` labels the orbitals, so $m$ is `Fintype.card ι`. The group `G` may be finite or infinite.
- `OrthonormalOrbitals f` says $\sum_x f_i(x)^*f_j(x)=\delta_{ij}$, with unit weight on each site and no overlap matrix.
- `InvariantShell G f` is the invariance of the span, with the $g^{-1}$ convention above.
- `MulAction.IsPretransitive G X` is transitivity. It permits an empty `X`, but the theorem is about a given site `x`, so there is at least one.
- `shellDensity f x` is $\rho(x)$ with each orbital occupied once. In textbooks "closed shell" usually means two electrons per spatial orbital, which doubles the density to $2m/|X|$.

The step left to the user is the passage from a real system to site amplitudes. The theorem applies directly to an orthonormal basis with one function per site, permuted transitively by the symmetry without signs or mixing. If the symmetry mixes the functions on an atom, as rotations generally do with a set of p functions, the action has to include that mixing; a non-orthogonal basis, such as atom-centred Gaussians, brings an overlap matrix into the inner product.

## Derivation through the density matrix

Define $\gamma(x,y)=\sum_i f_i(x)f_i(y)^*$. It is Hermitian, $\gamma(x,y)^*=\gamma(y,x)$, and its diagonal is $\gamma(x,x)=\rho(x)$.

**Projection onto the shell.** For an orbital $f_j$,

$$\sum_z\gamma(x,z)f_j(z)=\sum_i f_i(x)\sum_z f_i(z)^*f_j(z)=f_j(x).$$

By linearity, $\sum_z\gamma(x,z)\varphi(z)=\varphi(x)$ for every $\varphi\in V$. Each column of $\gamma$ also lies in $V$, because as a function of $x$ it is $\sum_i f_i(y)^*f_i$.

**Invariance of $\gamma$.** Fix $g$ and sites $x,y$. The function $z\mapsto\gamma(gz,gx)$ is a column of $\gamma$ moved by $g^{-1}$, so it lies in $V$ and is reproduced:

$$\sum_z\gamma(y,z)\,\gamma(gz,gx)=\gamma(gy,gx).\tag{1}$$

The function $z'\mapsto\gamma(g^{-1}z',y)$ is a column moved by $g$, so it is reproduced too. Evaluating at $gx$ and substituting $z'=gz$ gives

$$\sum_z\gamma(gx,gz)\,\gamma(z,y)=\gamma(x,y).\tag{2}$$

By Hermiticity, the complex conjugate of (2) is $\sum_z\gamma(gz,gx)\gamma(y,z)=\gamma(y,x)$. Its left side is that of (1), hence $\gamma(gy,gx)=\gamma(y,x)$.

**The converse.** Suppose $\gamma(gx,gy)=\gamma(x,y)$ for all $g,x,y$. For $\varphi\in V$,

$$\varphi(g^{-1}x)=\sum_z\gamma(g^{-1}x,z)\varphi(z)=\sum_z\gamma(x,gz)\varphi(z)=\sum_i\Big(\sum_z f_i(gz)^*\varphi(z)\Big)f_i(x),$$

which is a combination of the orbitals. For orthonormal orbitals, an invariant shell and an invariant density matrix are therefore the same condition.

**The density.** Setting $y=x$ gives $\rho(gx)=\rho(x)$, with or without transitivity. Normalisation gives

$$\sum_x\rho(x)=\sum_i\sum_x|f_i(x)|^2=m.$$

If the action is transitive, all $|X|$ terms on the left are equal, so $|X|\rho(x)=m$.

## Invariance belongs to the span, not to each orbital

Invariance of the shell does not make each $|f_i|^2$ invariant, and a hypothesis written orbital by orbital would exclude the real orbitals of the triangle.

The file shows the difference on a four-site ring, with standing waves $(1,0,-1,0)/\sqrt2$ and $(0,1,0,-1)/\sqrt2$. Together they satisfy every hypothesis, and the theorem gives density $\tfrac12$ on each site. The first wave alone has density $\tfrac12$ on site 0 and zero on site 1.

## The complete Lean file

```lean
import Mathlib

open ComplexConjugate

namespace ClosedShellDensity

noncomputable section

variable {ι X : Type*} [Fintype ι]

/-- The one-particle density matrix `γ(x,y) = ∑ i, f i x * conj (f i y)` of the orbitals `f`. -/
def densityMatrix (f : ι → X → ℂ) (x y : X) : ℂ := ∑ i, f i x * conj (f i y)

/-- The density at site `x` when every orbital `f i` is occupied once. -/
def shellDensity (f : ι → X → ℂ) (x : X) : ℝ := ∑ i, ‖f i x‖ ^ 2

/-- The orbitals are orthonormal for the sum over sites. -/
def OrthonormalOrbitals [Fintype X] [DecidableEq ι] (f : ι → X → ℂ) : Prop :=
  ∀ i j, ∑ x, conj (f i x) * f j x = if i = j then 1 else 0

/-- The span of the orbitals is mapped into itself by the induced action
`φ(x) ↦ φ(g⁻¹ x)` of every group element. -/
def InvariantShell (G : Type*) {κ Y : Type*} [Group G] [MulAction G Y]
    (f : κ → Y → ℂ) : Prop :=
  ∀ g : G, ∀ φ ∈ Submodule.span ℂ (Set.range f),
    (fun x => φ (g⁻¹ • x)) ∈ Submodule.span ℂ (Set.range f)

/-- The density matrix is Hermitian. -/
theorem densityMatrix_conj (f : ι → X → ℂ) (x y : X) :
    conj (densityMatrix f x y) = densityMatrix f y x := by
  simp only [densityMatrix, map_sum, map_mul, Complex.conj_conj]
  exact Finset.sum_congr rfl fun i _ => mul_comm _ _

/-- Each column of the density matrix is a function in the span of the orbitals. -/
theorem column_mem (f : ι → X → ℂ) (y : X) :
    (fun x => densityMatrix f x y) ∈ Submodule.span ℂ (Set.range f) := by
  have h : (fun x => densityMatrix f x y) = ∑ i, conj (f i y) • f i := by
    funext x
    simp only [densityMatrix, Finset.sum_apply, Pi.smul_apply, smul_eq_mul]
    exact Finset.sum_congr rfl fun i _ => mul_comm _ _
  rw [h]
  exact Submodule.sum_mem _ fun i _ =>
    Submodule.smul_mem _ _ (Submodule.subset_span ⟨i, rfl⟩)

/-- The diagonal of the density matrix is the density. -/
theorem densityMatrix_diag (f : ι → X → ℂ) (x : X) :
    densityMatrix f x x = (shellDensity f x : ℂ) := by
  simp only [densityMatrix, shellDensity, Complex.ofReal_sum]
  refine Finset.sum_congr rfl fun i _ => ?_
  rw [Complex.mul_conj, Complex.normSq_eq_norm_sq]

variable [Fintype X] [DecidableEq ι]

/-- For orthonormal orbitals the density matrix acts as the identity on their span. -/
theorem densityMatrix_reproduces {f : ι → X → ℂ} (hf : OrthonormalOrbitals f)
    {φ : X → ℂ} (hφ : φ ∈ Submodule.span ℂ (Set.range f)) (x : X) :
    ∑ z, densityMatrix f x z * φ z = φ x := by
  induction hφ using Submodule.span_induction with
  | mem φ h =>
    obtain ⟨j, rfl⟩ := h
    have key : ∀ i, ∑ z, f i x * conj (f i z) * f j z
        = f i x * (if i = j then 1 else 0) := by
      intro i
      rw [← hf i j, Finset.mul_sum]
      exact Finset.sum_congr rfl fun z _ => mul_assoc _ _ _
    simp only [densityMatrix, Finset.sum_mul]
    rw [Finset.sum_comm]
    simp only [key]
    simp
  | zero => simp
  | add φ ψ _ _ h1 h2 =>
    simp only [Pi.add_apply, mul_add, Finset.sum_add_distrib, h1, h2]
  | smul c φ _ h =>
    simp only [Pi.smul_apply, smul_eq_mul]
    rw [← h, Finset.mul_sum]
    exact Finset.sum_congr rfl fun z _ => by ring

/-- Orthonormal orbitals span an invariant shell exactly when their density matrix is
unchanged by moving both sites with the same group element. -/
theorem invariantShell_iff {G : Type*} [Group G] [MulAction G X] {f : ι → X → ℂ}
    (hf : OrthonormalOrbitals f) :
    InvariantShell G f ↔
      ∀ (g : G) (x y : X), densityMatrix f (g • x) (g • y) = densityMatrix f x y := by
  constructor
  · intro h g y x
    -- the projector leaves the moved density matrix alone
    have h1 : ∑ z, densityMatrix f y z * densityMatrix f (g • z) (g • x)
        = densityMatrix f (g • y) (g • x) := by
      have h0 := h g⁻¹ _ (column_mem f (g • x))
      simp only [inv_inv] at h0
      exact densityMatrix_reproduces hf h0 y
    -- and the moved projector leaves the original one alone
    have h2 : ∑ z, densityMatrix f (g • x) (g • z) * densityMatrix f z y
        = densityMatrix f x y := by
      have h0 := densityMatrix_reproduces hf (h g _ (column_mem f y)) (g • x)
      rw [← Equiv.sum_comp (MulAction.toPerm g)] at h0
      simpa only [MulAction.toPerm_apply, inv_smul_smul] using h0
    -- Hermiticity joins the two relations
    have h3 := congrArg (starRingEnd ℂ) h2
    simp only [map_sum, map_mul, densityMatrix_conj] at h3
    exact h1.symm.trans ((Finset.sum_congr rfl fun z _ => mul_comm _ _).trans h3)
  · intro h g φ hφ
    have e : (fun x => φ (g⁻¹ • x))
        = ∑ i, (∑ z, conj (f i (g • z)) * φ z) • f i := by
      funext x
      rw [← densityMatrix_reproduces hf hφ (g⁻¹ • x)]
      have hm : ∀ z, densityMatrix f (g⁻¹ • x) z = densityMatrix f x (g • z) := by
        intro z
        rw [← h g (g⁻¹ • x) z, smul_inv_smul]
      simp only [hm]
      simp only [densityMatrix, Finset.sum_apply, Pi.smul_apply, smul_eq_mul,
        Finset.sum_mul]
      rw [Finset.sum_comm]
      exact Finset.sum_congr rfl fun i _ => Finset.sum_congr rfl fun z _ => by ring
    rw [e]
    exact Submodule.sum_mem _ fun i _ =>
      Submodule.smul_mem _ _ (Submodule.subset_span ⟨i, rfl⟩)

/-- The density of an invariant shell of orthonormal orbitals is the same at any two sites
related by the group. -/
theorem shellDensity_smul {G : Type*} [Group G] [MulAction G X] {f : ι → X → ℂ}
    (hf : OrthonormalOrbitals f) (hG : InvariantShell G f) (g : G) (x : X) :
    shellDensity f (g • x) = shellDensity f x := by
  have h := (invariantShell_iff hf).1 hG g x x
  rw [densityMatrix_diag, densityMatrix_diag] at h
  exact Complex.ofReal_injective h

/-- The density of orthonormal orbitals, summed over all sites, is the number of orbitals. -/
theorem sum_shellDensity {f : ι → X → ℂ} (hf : OrthonormalOrbitals f) :
    ∑ x, shellDensity f x = Fintype.card ι := by
  have h : ∀ i, ∑ x, ‖f i x‖ ^ 2 = 1 := by
    intro i
    apply Complex.ofReal_injective
    have h0 := hf i i
    rw [if_pos rfl] at h0
    rw [Complex.ofReal_sum, Complex.ofReal_one, ← h0]
    refine Finset.sum_congr rfl fun x _ => ?_
    rw [mul_comm, Complex.mul_conj, Complex.normSq_eq_norm_sq]
  simp only [shellDensity]
  rw [Finset.sum_comm]
  simp [h]

/-- If a group acts transitively on a finite set of sites and orthonormal orbitals span an invariant
shell, the density at every site, with each orbital occupied once, is the number of orbitals divided
by the number of sites. -/
theorem closedShell_density_uniform (G : Type*) [Group G] [MulAction G X]
    [MulAction.IsPretransitive G X] {f : ι → X → ℂ}
    (hf : OrthonormalOrbitals f) (hG : InvariantShell G f) (x : X) :
    shellDensity f x = (Fintype.card ι : ℝ) / Fintype.card X := by
  have hconst : ∀ y, shellDensity f y = shellDensity f x := by
    intro y
    obtain ⟨g, rfl⟩ := MulAction.exists_smul_eq G x y
    exact shellDensity_smul hf hG g x
  have hsum := sum_shellDensity hf
  simp only [hconst, Finset.sum_const, Finset.card_univ, nsmul_eq_mul] at hsum
  have hX : (Fintype.card X : ℝ) ≠ 0 :=
    Nat.cast_ne_zero.2 (Fintype.card_pos_iff.2 ⟨x⟩).ne'
  rw [eq_div_iff hX, mul_comm]
  exact hsum

/-- Sign patterns of two standing waves on a ring of four sites. -/
def ringSign : Fin 2 → Fin 4 → ℤ := ![![1, 0, -1, 0], ![0, 1, 0, -1]]

/-- The amplitude `1/√2` of the standing waves. -/
def ringAmp : ℝ := (√2)⁻¹

/-- The two standing waves `(1,0,-1,0)/√2` and `(0,1,0,-1)/√2` on the four-site ring. -/
def ringShell (i : Fin 2) (x : Fin 4) : ℂ := (ringSign i x : ℂ) * (ringAmp : ℂ)

/-- The square of the standing-wave amplitude is one half. -/
theorem ringAmp_mul_self : ringAmp * ringAmp = 1 / 2 := by
  rw [ringAmp, ← mul_inv, Real.mul_self_sqrt (by norm_num)]
  norm_num

/-- The two standing waves on the four-site ring are orthonormal and span a shell invariant
under the ring translations, which act transitively on the sites. -/
theorem ringShell_witness :
    OrthonormalOrbitals ringShell ∧ InvariantShell (Multiplicative (Fin 4)) ringShell ∧
      MulAction.IsPretransitive (Multiplicative (Fin 4)) (Fin 4) := by
  have ha : (ringAmp : ℂ) * (ringAmp : ℂ) = 1 / 2 := by
    rw [← Complex.ofReal_mul, ringAmp_mul_self]
    norm_num
  have ho : OrthonormalOrbitals ringShell := by
    intro i j
    have hs : ∀ i j : Fin 2, ∑ x, ringSign i x * ringSign j x
        = if i = j then 2 else 0 := by decide +kernel
    have e : ∑ x, conj (ringShell i x) * ringShell j x
        = ((∑ x, ringSign i x * ringSign j x : ℤ) : ℂ) * (1 / 2) := by
      rw [← ha, Int.cast_sum, Finset.sum_mul]
      refine Finset.sum_congr rfl fun x _ => ?_
      simp only [ringShell, map_mul, Complex.conj_ofReal, map_intCast, Int.cast_mul]
      ring
    rw [e, hs]
    split_ifs <;> norm_num
  refine ⟨ho, (invariantShell_iff ho).2 ?_, ⟨fun x y => ?_⟩⟩
  · intro g x y
    have hs : ∀ a x y : Fin 4, ∑ i, ringSign i (a + x) * ringSign i (a + y)
        = ∑ i, ringSign i x * ringSign i y := by decide +kernel
    have e : ∀ x y, densityMatrix ringShell x y
        = ((∑ i, ringSign i x * ringSign i y : ℤ) : ℂ) * (1 / 2) := by
      intro x y
      rw [← ha, Int.cast_sum, Finset.sum_mul]
      refine Finset.sum_congr rfl fun i _ => ?_
      simp only [ringShell, map_mul, Complex.conj_ofReal, map_intCast, Int.cast_mul]
      ring
    rw [e, e, show g • x = Multiplicative.toAdd g + x from rfl,
      show g • y = Multiplicative.toAdd g + y from rfl, hs]
  · exact ⟨Multiplicative.ofAdd (y - x), sub_add_cancel y x⟩

/-- The first standing wave alone has density one half on site 0 and zero on site 1. -/
theorem ringShell_single_orbital :
    ‖ringShell 0 0‖ ^ 2 = 1 / 2 ∧ ‖ringShell 0 1‖ ^ 2 = 0 := by
  constructor
  · have h : ringShell 0 0 = (ringAmp : ℂ) := by simp [ringShell, ringSign]
    rw [h, Complex.norm_real, Real.norm_eq_abs, sq_abs, sq, ringAmp_mul_self]
  · simp [ringShell, ringSign]

end

end ClosedShellDensity
```

```lean
#print axioms ClosedShellDensity.closedShell_density_uniform
-- 'ClosedShellDensity.closedShell_density_uniform' depends on axioms: [propext, Classical.choice, Quot.sound]
#print axioms ClosedShellDensity.ringShell_single_orbital
-- 'ClosedShellDensity.ringShell_single_orbital' depends on axioms: [propext, Classical.choice, Quot.sound]
```

## From the projector lemmas to the uniform density

`densityMatrix_conj`, `column_mem` and `densityMatrix_diag` supply Hermiticity, the columns in the span and the diagonal. `densityMatrix_reproduces` is the projection property. Its induction over the span has four cases: an orbital, zero, a sum and a scalar multiple. The orbital case exchanges the two sums with `Finset.sum_comm` and applies orthonormality; the others are linearity.

In the forward half of `invariantShell_iff`, `h1` is equation (1) and `h2` is equation (2). The substitution $z'=gz$ is made by `Equiv.sum_comp`, applied to the permutation of sites that $g$ defines. Conjugating `h2` gives `h3`, and the last line joins it to `h1` after swapping the factors in each term. In the backward half, `e` is the expansion of the moved function in the orbitals, and closure of the span under linear combinations finishes the argument.

`shellDensity_smul` takes equal sites in this equivalence and passes from complex to real numbers. `sum_shellDensity` adds up the norms. In `closedShell_density_uniform`, transitivity provides a group element taking `x` to any `y`, which gives `hconst`. The sum over sites then becomes $|X|\rho(x)=m$, and the given site ensures that the division is by a non-zero number.

For the ring, `ringSign` holds the integer patterns and `ringAmp` the factor $1/\sqrt2$, whose square is computed in `ringAmp_mul_self`. The translations are `Multiplicative (Fin 4)`, that is, addition modulo 4 written as a multiplicative group. `ringShell_witness` reduces orthonormality and the invariance of $\gamma$ to finite integer identities, which `decide +kernel` evaluates; the factor $\tfrac12$ then restores the normalisation. Invariance of the span follows from the backward half of `invariantShell_iff`, and translation by $y-x$ proves transitivity. `ringShell_single_orbital` computes the two unequal densities of the first wave.
